# Curvature bounds between integer occupations bracket the convexity error and the Hubbard U needed at each fractional occupation

I treat the energy as a real function $E$ of one number, the fractional occupation $x$ between 0 and 1 by which the electron number exceeds a fixed integer, and let everything else about the system be absorbed into $E$. An approximate density functional often gives a convex curve here, where the exact energy would follow the straight line between the integers. A Hubbard term $(U/2)\,x(1-x)$ is then added to lift the curve back towards that line.

My claim is that the curvature controls the size of the error. If $E$ is twice continuously differentiable and $m \le E'' \le M$ on $[0,1]$, then for every $x$ in $[0,1]$

$$\frac m2\,x(1-x)\;\le\;(1-x)E(0)+xE(1)-E(x)\;\le\;\frac M2\,x(1-x),$$

so the $U$ that is needed should lie between $m$ and $M$. Can this be made rigorous, including what "the $U$ that is needed" means, and checked by machine in Lean?

## The needed U is the curvature at some intermediate occupation

Yes. The claim holds, and slightly weaker smoothness is enough: $E$ has to be continuous on $[0,1]$ and twice differentiable inside, with the curvature bounds holding inside.

Write the chord and the convexity error as

$$C(x)=(1-x)E(0)+xE(1),\qquad \Delta(x)=C(x)-E(x).$$

The corrected energy is $E(x)+\frac U2x(1-x)$. For $0<x<1$ the factor $x(1-x)$ is positive, so the corrected energy meets the chord at $x$ exactly when

$$U=U_*(x)=\frac{2\Delta(x)}{x(1-x)}.$$

This defines the needed $U$, and it may depend on $x$.

Now fix such an $x$, set $U=U_*(x)$, and let the occupation $t$ vary in the residual

$$R(t)=C(t)-E(t)-\frac U2\,t(1-t).$$

At $t=0$ and $t=1$ the chord equals the energy and the Hubbard term vanishes, so $R(0)=R(1)=0$. The choice of $U$ gives $R(x)=0$ as well. Inside the interval,

$$R'(t)=E(1)-E(0)-E'(t)-\frac U2(1-2t),\qquad R''(t)=U-E''(t).$$

Rolle's theorem on $[0,x]$ gives a point $a$ in $(0,x)$ with $R'(a)=0$, and on $[x,1]$ a point $b$ in $(x,1)$ with $R'(b)=0$. Applied to $R'$ on $[a,b]$, it gives a point $\xi$ in $(a,b)$ with $R''(\xi)=0$. Therefore

$$U_*(x)=E''(\xi),\qquad\text{and so}\qquad m\le U_*(x)\le M.$$

Multiplying by $x(1-x)/2$ gives the claimed bounds for $0<x<1$. At $x=0$ and $x=1$ all three members of the inequality are zero.

Two consequences concern the use of a single $U$ for all occupations. With the midpoint value $U=(m+M)/2$, the residual at $x$ is $\Delta(x)-\frac{m+M}{4}x(1-x)$, which lies between $-\frac{M-m}{4}x(1-x)$ and $+\frac{M-m}{4}x(1-x)$. Since $x(1-x)\le\frac14$, its absolute value is at most $(M-m)/16$. If the curvature is constant, then $m=M$ can be chosen and the chord is restored exactly.

In general no single value suffices. For $E(x)=x^3$ the chord is $x$, and $x-x^3=x(1-x)(1+x)$, so $U_*(x)=2(1+x)$. This is $5/2$ at $x=1/4$ and $3$ at $x=1/2$.

## The Lean file

```lean
import Mathlib

open Set

namespace HubbardConvexityError

noncomputable section

/-- The straight line joining the energies at occupations 0 and 1. -/
def chord (E : ℝ → ℝ) (x : ℝ) : ℝ := (1 - x) * E 0 + x * E 1

/-- The convexity error: the chord minus the energy at fractional occupation `x`. -/
def convexityError (E : ℝ → ℝ) (x : ℝ) : ℝ := chord E x - E x

/-- The energy with the Hubbard correction `(U/2) x (1 - x)` added. -/
def hubbardCorrected (E : ℝ → ℝ) (U x : ℝ) : ℝ := E x + U / 2 * (x * (1 - x))

/-- The chord minus the Hubbard-corrected energy. -/
def residual (E : ℝ → ℝ) (U x : ℝ) : ℝ := chord E x - hubbardCorrected E U x

/-- The Hubbard parameter needed at a fractional occupation `x` strictly between 0 and 1. -/
def neededU (E : ℝ → ℝ) (x : ℝ) : ℝ := 2 * convexityError E x / (x * (1 - x))

/-- At a fractional occupation, the corrected energy lies on the chord exactly when `U` is
the needed Hubbard parameter at that occupation. -/
theorem corrected_eq_chord_iff (E : ℝ → ℝ) (U : ℝ) {x : ℝ} (hx : x ∈ Ioo (0 : ℝ) 1) :
    hubbardCorrected E U x = chord E x ↔ U = neededU E x := by
  have hp : 0 < x * (1 - x) := mul_pos hx.1 (sub_pos.2 hx.2)
  unfold neededU convexityError hubbardCorrected
  rw [eq_div_iff hp.ne']
  constructor <;> intro h <;> linarith

/-- The Hubbard parameter needed at a fractional occupation equals the curvature of the
energy at some occupation between 0 and 1. -/
theorem neededU_eq_curvature {E E' E'' : ℝ → ℝ} (hc : ContinuousOn E (Icc 0 1))
    (h1 : ∀ t ∈ Ioo (0 : ℝ) 1, HasDerivAt E (E' t) t)
    (h2 : ∀ t ∈ Ioo (0 : ℝ) 1, HasDerivAt E' (E'' t) t)
    {x : ℝ} (hx : x ∈ Ioo (0 : ℝ) 1) :
    ∃ ξ ∈ Ioo (0 : ℝ) 1, neededU E x = E'' ξ := by
  obtain ⟨U, hU⟩ : ∃ U, U = neededU E x := ⟨_, rfl⟩
  rw [← hU]
  -- the residual vanishes at the three occupations 0, x and 1
  have r0 : residual E U 0 = 0 := by simp [residual, chord, hubbardCorrected]
  have r1 : residual E U 1 = 0 := by simp [residual, chord, hubbardCorrected]
  have rx : residual E U x = 0 := by
    unfold residual
    rw [(corrected_eq_chord_iff E U hx).2 hU, sub_self]
  have gc : ContinuousOn (residual E U) (Icc 0 1) := by
    have ha : Continuous (fun s : ℝ => (1 - s) * E 0 + s * E 1) := by fun_prop
    have hb : Continuous (fun s : ℝ => U / 2 * (s * (1 - s))) := by fun_prop
    exact ha.continuousOn.sub (hc.add hb.continuousOn)
  have hg : ∀ t ∈ Ioo (0 : ℝ) 1,
      HasDerivAt (residual E U) (E 1 - E 0 - (E' t + U / 2 * (1 - 2 * t))) t := by
    intro t ht
    have hi : HasDerivAt (fun s : ℝ => s) 1 t := hasDerivAt_id' t
    have hj : HasDerivAt (fun s : ℝ => 1 - s) (-1) t := hi.const_sub 1
    have h := ((hj.mul_const (E 0)).fun_add (hi.mul_const (E 1))).fun_sub
      ((h1 t ht).fun_add ((hi.fun_mul hj).const_mul (U / 2)))
    exact h.congr_deriv (by ring)
  have hg2 : ∀ t ∈ Ioo (0 : ℝ) 1,
      HasDerivAt (fun s => E 1 - E 0 - (E' s + U / 2 * (1 - 2 * s))) (U - E'' t) t := by
    intro t ht
    have hi : HasDerivAt (fun s : ℝ => s) 1 t := hasDerivAt_id' t
    have h := ((h2 t ht).fun_add
      (((hi.const_mul (2 : ℝ)).const_sub 1).const_mul (U / 2))).const_sub (E 1 - E 0)
    exact h.congr_deriv (by ring)
  -- Rolle on each side of x gives two zeros of the slope
  obtain ⟨a, ha, ha0⟩ := exists_hasDerivAt_eq_zero (f := residual E U)
    (f' := fun s => E 1 - E 0 - (E' s + U / 2 * (1 - 2 * s))) hx.1
    (gc.mono (Icc_subset_Icc_right hx.2.le)) (r0.trans rx.symm)
    (fun t ht => hg t ⟨ht.1, ht.2.trans hx.2⟩)
  obtain ⟨b, hb, hb0⟩ := exists_hasDerivAt_eq_zero (f := residual E U)
    (f' := fun s => E 1 - E 0 - (E' s + U / 2 * (1 - 2 * s))) hx.2
    (gc.mono (Icc_subset_Icc_left hx.1.le)) (rx.trans r1.symm)
    (fun t ht => hg t ⟨hx.1.trans ht.1, ht.2⟩)
  -- Rolle once more, now for the slope
  obtain ⟨ξ, hξ, hξ0⟩ := exists_hasDerivAt_eq_zero
    (f := fun s => E 1 - E 0 - (E' s + U / 2 * (1 - 2 * s)))
    (f' := fun s => U - E'' s) (ha.2.trans hb.1)
    (fun t ht => (hg2 t ⟨ha.1.trans_le ht.1,
      ht.2.trans_lt hb.2⟩).continuousAt.continuousWithinAt)
    (ha0.trans hb0.symm)
    (fun t ht => hg2 t ⟨ha.1.trans ht.1, ht.2.trans hb.2⟩)
  exact ⟨ξ, ⟨ha.1.trans hξ.1, hξ.2.trans hb.2⟩, sub_eq_zero.1 hξ0⟩

/-- If the curvature of the energy lies between `m` and `M`, so does the Hubbard parameter
needed at each fractional occupation. -/
theorem neededU_mem_Icc {E E' E'' : ℝ → ℝ} {m M : ℝ} (hc : ContinuousOn E (Icc 0 1))
    (h1 : ∀ t ∈ Ioo (0 : ℝ) 1, HasDerivAt E (E' t) t)
    (h2 : ∀ t ∈ Ioo (0 : ℝ) 1, HasDerivAt E' (E'' t) t)
    (hb : ∀ t ∈ Ioo (0 : ℝ) 1, E'' t ∈ Icc m M)
    {x : ℝ} (hx : x ∈ Ioo (0 : ℝ) 1) : neededU E x ∈ Icc m M := by
  obtain ⟨ξ, hξ, h⟩ := neededU_eq_curvature hc h1 h2 hx
  rw [h]
  exact hb ξ hξ

/-- If the curvature of the energy lies between `m` and `M`, the convexity error at occupation
`x` lies between `(m/2) x (1 - x)` and `(M/2) x (1 - x)`. -/
theorem convexityError_bounds {E E' E'' : ℝ → ℝ} {m M : ℝ} (hc : ContinuousOn E (Icc 0 1))
    (h1 : ∀ t ∈ Ioo (0 : ℝ) 1, HasDerivAt E (E' t) t)
    (h2 : ∀ t ∈ Ioo (0 : ℝ) 1, HasDerivAt E' (E'' t) t)
    (hb : ∀ t ∈ Ioo (0 : ℝ) 1, E'' t ∈ Icc m M)
    {x : ℝ} (hx : x ∈ Icc (0 : ℝ) 1) :
    m / 2 * (x * (1 - x)) ≤ convexityError E x ∧
      convexityError E x ≤ M / 2 * (x * (1 - x)) := by
  rcases eq_or_lt_of_le hx.1 with h0 | h0
  · rw [← h0]
    simp [convexityError, chord]
  rcases eq_or_lt_of_le hx.2 with h3 | h3
  · rw [h3]
    simp [convexityError, chord]
  -- inside the interval the error is the needed U times x(1-x)/2
  have hp : 0 < x * (1 - x) := mul_pos h0 (sub_pos.2 h3)
  have hU := neededU_mem_Icc hc h1 h2 hb ⟨h0, h3⟩
  have key := (corrected_eq_chord_iff E (neededU E x) ⟨h0, h3⟩).2 rfl
  unfold hubbardCorrected at key
  have hl := mul_le_mul_of_nonneg_right hU.1 hp.le
  have hr := mul_le_mul_of_nonneg_right hU.2 hp.le
  unfold convexityError
  constructor <;> linarith

/-- With `U` at the midpoint of the curvature bounds `m` and `M`, the corrected energy deviates from
the chord by at most `(M - m)/16` at every occupation from 0 to 1. -/
theorem midpointU_residual_le {E E' E'' : ℝ → ℝ} {m M : ℝ} (hc : ContinuousOn E (Icc 0 1))
    (h1 : ∀ t ∈ Ioo (0 : ℝ) 1, HasDerivAt E (E' t) t)
    (h2 : ∀ t ∈ Ioo (0 : ℝ) 1, HasDerivAt E' (E'' t) t)
    (hb : ∀ t ∈ Ioo (0 : ℝ) 1, E'' t ∈ Icc m M)
    {x : ℝ} (hx : x ∈ Icc (0 : ℝ) 1) :
    |residual E ((m + M) / 2) x| ≤ (M - m) / 16 := by
  obtain ⟨hl, hr⟩ := convexityError_bounds hc h1 h2 hb hx
  have hh := hb (1 / 2) ⟨by norm_num, by norm_num⟩
  have hmM : 0 ≤ M - m := sub_nonneg.2 (hh.1.trans hh.2)
  -- x(1-x) is largest at half occupation
  have hq : x * (1 - x) ≤ 1 / 4 := by nlinarith [sq_nonneg (x - 1 / 2)]
  have hs := mul_le_mul_of_nonneg_left hq hmM
  unfold convexityError at hl hr
  unfold residual hubbardCorrected
  rw [abs_le]
  constructor <;> linarith

/-- For the cubic energy `x ^ 3`, the Hubbard parameter needed at fractional occupation `x`
is `2 (1 + x)`. -/
theorem neededU_cubic {x : ℝ} (hx : x ∈ Ioo (0 : ℝ) 1) :
    neededU (fun t => t ^ 3) x = 2 * (1 + x) := by
  refine ((corrected_eq_chord_iff (fun t => t ^ 3) (2 * (1 + x)) hx).1 ?_).symm
  simp only [hubbardCorrected, chord]
  ring

/-- For the cubic energy `x ^ 3`, no single `U` puts the corrected energy on the chord at
all occupations between 0 and 1. -/
theorem no_constant_U_cubic :
    ¬ ∃ U : ℝ, ∀ x ∈ Icc (0 : ℝ) 1,
      hubbardCorrected (fun t => t ^ 3) U x = chord (fun t => t ^ 3) x := by
  rintro ⟨U, h⟩
  have ha : (1 / 4 : ℝ) ∈ Ioo (0 : ℝ) 1 := ⟨by norm_num, by norm_num⟩
  have hb : (1 / 2 : ℝ) ∈ Ioo (0 : ℝ) 1 := ⟨by norm_num, by norm_num⟩
  -- two occupations demand two different values of U
  have ea := (corrected_eq_chord_iff _ U ha).1 (h _ ⟨ha.1.le, ha.2.le⟩)
  have eb := (corrected_eq_chord_iff _ U hb).1 (h _ ⟨hb.1.le, hb.2.le⟩)
  rw [neededU_cubic ha] at ea
  rw [neededU_cubic hb] at eb
  linarith

end

end HubbardConvexityError
```

```lean
#print axioms HubbardConvexityError.convexityError_bounds
#print axioms HubbardConvexityError.midpointU_residual_le
#print axioms HubbardConvexityError.no_constant_U_cubic
```

```
'HubbardConvexityError.convexityError_bounds' depends on axioms: [propext, Classical.choice, Quot.sound]
'HubbardConvexityError.midpointU_residual_le' depends on axioms: [propext, Classical.choice, Quot.sound]
'HubbardConvexityError.no_constant_U_cubic' depends on axioms: [propext, Classical.choice, Quot.sound]
```

## What the theorems say about the energy curve

The energy is a function `E : ℝ → ℝ`, of which only the values on $[0,1]$ matter. The definitions `chord`, `convexityError`, `hubbardCorrected` and `residual` are $C$, $\Delta$, the corrected energy and $R$. The quotient $U_*(x)$ is `neededU`, and the theorems about it assume `x ∈ Ioo (0 : ℝ) 1`, the open interval, because the Hubbard term has no effect at integer occupation.

The sign convention makes the convexity error positive when the energy sags below the chord, so a strictly convex curve calls for a positive $U$. Neither $m$ nor $M$ is required to be positive, and a strictly concave curve is covered too, with a negative $U$. Occupation is dimensionless, so $U$, $m$ and $M$ all carry the unit of energy.

The functions `E'` and `E''` are separate arguments. Hypothesis `h1` says that `E'` is the derivative of `E` at every interior occupation, and `h2` says the same of `E''` and `E'`. Hypothesis `hc` is continuity of the energy up to and including the integers, and `hb` contains the curvature bounds. A twice continuously differentiable energy satisfies the first three with its ordinary derivatives. Because nothing is differentiated at 0 or 1, the energy may have a kink at the integers.

`convexityError_bounds` is the inequality in the question, on the closed interval. `neededU_eq_curvature` and `neededU_mem_Icc` are the statements about $U$, for each fractional occupation separately. `midpointU_residual_le` gives the $(M-m)/16$ bound, and `no_constant_U_cubic` shows that one $U$ need not serve everywhere.

For DFT+U, the result limits how large a correction can be needed in a one-parameter model where $E(x)$ is a given curve. The curvature bounds are assumed and not derived from a functional. They limit how strongly the approximate curve bends, whereas the exact energy would be straight between the integers. The model also leaves out several things that a real calculation has:

- The density does not relax in response to the Hubbard term.
- There is one occupation, not a matrix of orbital occupations, and it is not distinguished from the total electron number.
- $U$ is whatever restores the chord at $x$, which need not agree with a $U$ from linear response or from a screened interaction.

## How the Lean proof follows the argument

`corrected_eq_chord_iff` is the step that defines the needed $U$. It first records that $x(1-x)$ is positive, then uses `eq_div_iff` to clear the denominator. Both directions are then linear rearrangements, which `linarith` completes.

`neededU_eq_curvature` holds the main argument. Its first line gives the needed value the name `U`, so that the later algebra treats it as a constant and never opens the quotient. The facts `r0`, `r1` and `rx` are the three zeros of the residual, the last one coming from `corrected_eq_chord_iff`. Then `gc` is the continuity of $R$ on $[0,1]$, while `hg` and `hg2` are the formulas for $R'$ and $R''$. They are assembled from the rules for sums, products and constants, and `ring` confirms that the result has the form written above. Three applications of Rolle's theorem produce `a`, `b` and `ξ`, and the last line turns $U-E''(\xi)=0$ into the required equality.

`neededU_mem_Icc` applies the curvature bounds at `ξ`. `convexityError_bounds` treats the two endpoints first, where `simp` reduces everything to zero. Inside the interval, `key` says that the corrected energy with the needed $U$ lies on the chord. The bounds on $U$ are multiplied by the positive number $x(1-x)$, and `linarith` combines the two.

In `midpointU_residual_le` the inequality $m\le M$ is not an assumption: it follows from `hb` at half occupation. The bound $x(1-x)\le\frac14$ comes from the square $(x-\frac12)^2\ge 0$. `neededU_cubic` uses `corrected_eq_chord_iff` in the other direction: it checks that $2(1+x)$ puts the corrected energy on the chord and concludes that this is the needed value. `no_constant_U_cubic` then compares the occupations $1/4$ and $1/2$, which demand different values of the same `U`.

## Rolle's theorem with a named derivative

The proof turns on Mathlib's `exists_hasDerivAt_eq_zero`. It takes a function `f` that is continuous on a closed interval, has equal values at the two ends and has derivative `f'` at each interior point. It returns an interior point where `f'` is zero.

Two features of this version suit the problem. First, the derivative is supplied as an explicit function, so the conclusion about the slope of the residual is already an equation in `E'` and `U`. That same expression can be passed back as the new `f` in the third application, with `U - E'' s` as its derivative. Second, `f'` does not have to be continuous, which is why the theorem needs no continuity of the second derivative.

The continuity that Rolle's theorem requires comes from two sources. For the residual it is `gc`, restricted to $[0,x]$ and to $[x,1]$. For the slope it follows from differentiability, because $a$ and $b$ lie strictly inside $(0,1)$ and the whole interval $[a,b]$ therefore avoids the integers.

## Computing the needed U from three energies

In a calculation with fractional occupations, three total energies give one value of $U_*$: those at the two integers and one in between. At half occupation the formula becomes

$$U_*(\tfrac12)=4\,\bigl[E(0)-2E(\tfrac12)+E(1)\bigr],$$

which is the usual central second difference with step $\frac12$. In code this is a single line after the three runs, and all three must use the same settings so that their energies can be subtracted.

Half occupation is also where an error in the energy at the fractional occupation matters least. An error $\delta$ in $E(x)$ alone shifts $U_*(x)$ by $2\delta/(x(1-x))$ in magnitude, which is $8\delta$ at $x=\frac12$ and about $22\delta$ at $x=0.1$. Repeating the calculation at a few other occupations can reveal a drift of $U_*$ with $x$, like that of the cubic, but equal values at the sampled points do not rule one out. Such samples do not by themselves supply $m$ and $M$, which have to bound the curvature over the whole open interval.
